# The Teter-Payne-Allan preconditioner: monotone decay and a cutoff-independent kinetic bound

## Definitions and conventions

Let G label the plane waves of a finite orthonormal basis, with kinetic energies T(G) ≥ 0 and complex coefficients c(G). Fix a reference kinetic energy τ > 0 and measure each kinetic energy by the ratio x = T(G)/τ. The preconditioner multiplies the coefficient c(G) by K(x), where

K(x) = p(x) / (p(x) + 16x⁴)

p(x) = 27 + 18x + 12x² + 8x³.

The parameter τ sets the scale at which damping begins. It is often taken from the kinetic energy of the state being updated; here it is any positive number.

## Damping the fast components

At large kinetic energy a plane-wave Hamiltonian is dominated by its kinetic part, and the resulting wide spectrum slows gradient-based eigensolvers. Applied to the residual or gradient, not to the state itself, a factor close to 1 for small x and close to 1/(2x) for large x leaves the slow components almost alone and offsets the growth of the kinetic energy. The results below make this precise for the kinetic operator alone, in a finite basis.

## What is proved

In Lean, `tpaPoly` is p and `tpa` is K, both defined on all real numbers; the restriction x ≥ 0 appears as a hypothesis or as the set `Set.Ici 0`. The theorem `tpa_main` has four parts:

- K is strictly decreasing on x ≥ 0.
- 0 < K(x) ≤ 1 for x ≥ 0.
- 1 − K(x) ≤ 16x⁴/27 for x ≥ 0.
- xK(x) → 1/2 as x → ∞.

Two further theorems state that (1 − K(x))/x⁴ → 16/27 as x → 0 from above, and that xK(x) < 1 for x ≥ 0.

For the operators, the type `ι` is the set of plane waves, `kineticOp T` multiplies c(G) by T(G), and `precondition τ T` multiplies it by K(T(G)/τ). The theorem `preconditioned_kinetic_bound` says that for every c

∑ |K(T(G)/τ) T(G) c(G)|² ≤ τ² ∑ |c(G)|².

The preconditioned kinetic operator therefore has Euclidean norm at most τ, however large the highest kinetic energy in the basis. The energies T(G) are arbitrary nonnegative numbers. The usual choice for an electron of mass m is ħ²|k+G|²/2m, with k the Bloch wavevector and G read as a reciprocal lattice vector; it is allowed but not required. The potential and the convergence of an eigensolver are not treated.

## Range and behaviour at small x

For x ≥ 0 every term of p is nonnegative, so p(x) ≥ 27 and the denominator is positive. Hence K(x) > 0, and

1 − K(x) = 16x⁴ / (p(x) + 16x⁴) ≥ 0.

The denominator is at least 27, which gives the quartic bound. For x > 0, division by x⁴ gives

(1 − K(x))/x⁴ = 16 / (p(x) + 16x⁴) → 16/27 as x → 0.

So no constant smaller than 16/27 works in the quartic bound.

## Monotonicity

Let 0 ≤ x < y. Cross-multiplying K(y) < K(x) and cancelling p(x)p(y) leaves x⁴p(y) < y⁴p(x). The difference of the two sides is

y⁴p(x) − x⁴p(y) = 27(y⁴ − x⁴) + 18xy(y³ − x³) + 12x²y²(y² − x²) + 8x³y³(y − x).

The first term is positive and the others are nonnegative.

## Large x and the operator bound

For x > 0 put u = 1/x and divide numerator and denominator of xK(x) by x⁴:

xK(x) = (27u³ + 18u² + 12u + 8) / (27u⁴ + 18u³ + 12u² + 8u + 16).

As u → 0 this tends to 8/16 = 1/2.

The inequality xK(x) < 1 is equivalent to xp(x) < p(x) + 16x⁴, that is, to positivity of

8x⁴ − 4x³ − 6x² − 9x + 27 = 8(x² − x/4 − 1)² + (19/2)(x − 13/19)² + 553/38.

The right-hand side is visibly positive. With x = T(G)/τ, each coefficient is multiplied by

K(x)T(G) = τ · xK(x),

which lies between 0 and τ. Squaring the moduli and summing over G gives the operator bound.

## Two plane waves

Take τ = 1, energies 1 and 2, and both coefficients equal to 1/√2. Then p(1) = 65 and p(2) = 175, so

K(1) = 65/81 ≈ 0.802

K(2) = 175/431 ≈ 0.406.

The kinetic operator alone gives a vector of squared norm (1 + 4)/2 = 2.5. With the preconditioner the factors are 65/81 and 350/431, and the squared norm is about 0.652, below τ² = 1.

## Negative ratios

Without x ≥ 0 each of the first three parts of `tpa_main` fails. Since p(x) = (2x + 3)(4x² + 9), we have K(−3/2) = 0, which is not positive and is smaller than K(0) = 1, so K does not decrease from −3/2 to 0. At x = −1/2 one finds K = 20/21, and 1 − K = 1/21 exceeds the quartic bound 1/27.

## The Lean file

```lean
import Mathlib

open Filter Topology

namespace TeterPayneAllan

noncomputable section

/-- The cubic polynomial in the Teter-Payne-Allan preconditioner. -/
def tpaPoly (x : ℝ) : ℝ := 27 + 18 * x + 12 * x ^ 2 + 8 * x ^ 3

/-- The Teter-Payne-Allan preconditioner as a function of the kinetic-energy ratio `x`. -/
def tpa (x : ℝ) : ℝ := tpaPoly x / (tpaPoly x + 16 * x ^ 4)

/-- The kinetic energy operator, diagonal in plane waves, with energies `T G`. -/
def kineticOp {ι : Type*} (T : ι → ℝ) (c : ι → ℂ) : ι → ℂ :=
  fun G => (T G : ℂ) * c G

/-- The preconditioner acting on plane-wave coefficients, with reference kinetic energy `τ`. -/
def precondition {ι : Type*} (τ : ℝ) (T : ι → ℝ) (c : ι → ℂ) : ι → ℂ :=
  fun G => (tpa (T G / τ) : ℂ) * c G

/-- The cubic polynomial is at least 27 for nonnegative kinetic-energy ratios. -/
theorem tpaPoly_ge {x : ℝ} (hx : 0 ≤ x) : 27 ≤ tpaPoly x := by
  have h : 0 ≤ 18 * x + 12 * x ^ 2 + 8 * x ^ 3 := by positivity
  unfold tpaPoly
  linarith

/-- The denominator of the preconditioner is positive for nonnegative ratios. -/
theorem denom_pos {x : ℝ} (hx : 0 ≤ x) : 0 < tpaPoly x + 16 * x ^ 4 := by
  have h := tpaPoly_ge hx
  have h4 : 0 ≤ 16 * x ^ 4 := by positivity
  linarith

/-- The deviation of the preconditioner from one, in closed form. -/
theorem one_sub_tpa {x : ℝ} (hx : 0 ≤ x) :
    1 - tpa x = 16 * x ^ 4 / (tpaPoly x + 16 * x ^ 4) := by
  have hd := (denom_pos hx).ne'
  unfold tpa
  rw [eq_div_iff hd, sub_mul, div_mul_cancel₀ _ hd]
  ring

/-- The preconditioner is strictly decreasing on nonnegative kinetic-energy ratios. -/
theorem tpa_strictAntiOn : StrictAntiOn tpa (Set.Ici 0) := by
  intro x hx y hy hxy
  have hx0 : 0 ≤ x := hx
  have hy0 : 0 ≤ y := hy
  unfold tpa
  rw [div_lt_div_iff₀ (denom_pos hy0) (denom_pos hx0)]
  -- compare x⁴ p(y) with y⁴ p(x) one monomial at a time
  have h4 : x ^ 4 < y ^ 4 := pow_lt_pow_left₀ hxy hx0 (by norm_num)
  have h3 : 0 ≤ x * y * (y ^ 3 - x ^ 3) :=
    mul_nonneg (by positivity) (sub_nonneg.2 (pow_le_pow_left₀ hx0 hxy.le 3))
  have h2 : 0 ≤ x ^ 2 * y ^ 2 * (y ^ 2 - x ^ 2) :=
    mul_nonneg (by positivity) (sub_nonneg.2 (pow_le_pow_left₀ hx0 hxy.le 2))
  have h1 : 0 ≤ x ^ 3 * y ^ 3 * (y - x) :=
    mul_nonneg (by positivity) (sub_nonneg.2 hxy.le)
  unfold tpaPoly
  nlinarith [h4, h3, h2, h1]

/-- The kinetic-energy ratio times the preconditioner tends to one half at large ratio. -/
theorem tendsto_mul_tpa : Tendsto (fun x : ℝ => x * tpa x) atTop (𝓝 (1 / 2)) := by
  -- in the variable u = 1/x the product is continuous at u = 0
  have hc : ContinuousAt (fun u : ℝ => (27 * u ^ 3 + 18 * u ^ 2 + 12 * u + 8) /
      (27 * u ^ 4 + 18 * u ^ 3 + 12 * u ^ 2 + 8 * u + 16)) 0 :=
    ContinuousAt.div (by fun_prop) (by fun_prop) (by norm_num)
  have hg : Tendsto (fun u : ℝ => (27 * u ^ 3 + 18 * u ^ 2 + 12 * u + 8) /
      (27 * u ^ 4 + 18 * u ^ 3 + 12 * u ^ 2 + 8 * u + 16)) (𝓝 0) (𝓝 (1 / 2)) := by
    convert hc.tendsto using 2
    norm_num
  refine (hg.comp tendsto_inv_atTop_zero).congr' ?_
  filter_upwards [eventually_gt_atTop (0 : ℝ)] with x hx
  have hd := (denom_pos hx.le).ne'
  have hD : 27 * x⁻¹ ^ 4 + 18 * x⁻¹ ^ 3 + 12 * x⁻¹ ^ 2 + 8 * x⁻¹ + 16 ≠ 0 := by
    positivity
  simp only [Function.comp_apply]
  unfold tpa
  rw [← mul_div_assoc, div_eq_div_iff hD hd]
  unfold tpaPoly
  field_simp

/-- **Teter-Payne-Allan preconditioner.** For nonnegative kinetic-energy ratios it is strictly
decreasing, lies in (0, 1] and differs from one by at most `16 x ^ 4 / 27`; its product with the
ratio tends to one half at infinity. -/
theorem tpa_main :
    StrictAntiOn tpa (Set.Ici 0) ∧
    (∀ x, 0 ≤ x → 0 < tpa x ∧ tpa x ≤ 1) ∧
    (∀ x, 0 ≤ x → 1 - tpa x ≤ 16 * x ^ 4 / 27) ∧
    Tendsto (fun x : ℝ => x * tpa x) atTop (𝓝 (1 / 2)) := by
  refine ⟨tpa_strictAntiOn, fun x hx => ⟨?_, ?_⟩, fun x hx => ?_, tendsto_mul_tpa⟩
  · exact div_pos (by linarith [tpaPoly_ge hx]) (denom_pos hx)
  · have h4 : 0 ≤ 16 * x ^ 4 := by positivity
    exact (div_le_one (denom_pos hx)).2 (by linarith)
  · -- the denominator is at least 27
    have h4 : 0 ≤ 16 * x ^ 4 := by positivity
    rw [one_sub_tpa hx]
    exact div_le_div_of_nonneg_left h4 (by norm_num) (by linarith [tpaPoly_ge hx])

/-- The deviation from one, divided by the fourth power of the ratio, tends to 16/27 as the
ratio tends to zero from above. -/
theorem tendsto_one_sub_tpa_div :
    Tendsto (fun x : ℝ => (1 - tpa x) / x ^ 4) (𝓝[>] 0) (𝓝 (16 / 27)) := by
  have hp : Continuous (fun x : ℝ => tpaPoly x + 16 * x ^ 4) := by
    unfold tpaPoly
    fun_prop
  have hc : ContinuousAt (fun x : ℝ => 16 / (tpaPoly x + 16 * x ^ 4)) 0 :=
    ContinuousAt.div continuousAt_const hp.continuousAt (by norm_num [tpaPoly])
  have hg : Tendsto (fun x : ℝ => 16 / (tpaPoly x + 16 * x ^ 4)) (𝓝 0) (𝓝 (16 / 27)) := by
    convert hc.tendsto using 2
    norm_num [tpaPoly]
  refine (hg.mono_left nhdsWithin_le_nhds).congr' ?_
  filter_upwards [self_mem_nhdsWithin] with x hx
  have hx0 : 0 < x := hx
  have hx4 : x ^ 4 ≠ 0 := by positivity
  rw [one_sub_tpa hx0.le, div_right_comm, mul_div_cancel_right₀ _ hx4]

/-- The kinetic-energy ratio times the preconditioner stays below one. -/
theorem mul_tpa_lt_one {x : ℝ} (hx : 0 ≤ x) : x * tpa x < 1 := by
  unfold tpa
  rw [← mul_div_assoc, div_lt_one (denom_pos hx)]
  unfold tpaPoly
  nlinarith [sq_nonneg (x ^ 2 - x / 4 - 1), sq_nonneg (x - 13 / 19)]

/-- On any finite set of plane waves, the preconditioned kinetic operator has norm at most the
reference kinetic energy `τ`. -/
theorem preconditioned_kinetic_bound {ι : Type*} [Fintype ι] {τ : ℝ} (hτ : 0 < τ)
    (T : ι → ℝ) (hT : ∀ G, 0 ≤ T G) (c : ι → ℂ) :
    ∑ G, ‖precondition τ T (kineticOp T c) G‖ ^ 2 ≤ τ ^ 2 * ∑ G, ‖c G‖ ^ 2 := by
  rw [Finset.mul_sum]
  refine Finset.sum_le_sum fun G _ => ?_
  have hx : 0 ≤ T G / τ := div_nonneg (hT G) hτ.le
  have hK : 0 ≤ tpa (T G / τ) := (tpa_main.2.1 _ hx).1.le
  -- each plane wave is multiplied by τ x K(x), which is at most τ
  have hb : tpa (T G / τ) * T G ≤ τ := by
    have hm : τ * (T G / τ) = T G := mul_div_cancel₀ _ hτ.ne'
    calc tpa (T G / τ) * T G = τ * (T G / τ * tpa (T G / τ)) := by
          rw [← mul_assoc, hm, mul_comm]
      _ ≤ τ * 1 := mul_le_mul_of_nonneg_left (mul_tpa_lt_one hx).le hτ.le
      _ = τ := mul_one τ
  have hn : ‖precondition τ T (kineticOp T c) G‖ = tpa (T G / τ) * T G * ‖c G‖ := by
    simp only [precondition, kineticOp, norm_mul, Complex.norm_real, Real.norm_eq_abs]
    rw [abs_of_nonneg hK, abs_of_nonneg (hT G), mul_assoc]
  rw [← mul_pow]
  refine pow_le_pow_left₀ (norm_nonneg _) ?_ 2
  rw [hn]
  exact mul_le_mul_of_nonneg_right hb (norm_nonneg _)

end

end TeterPayneAllan
```

```lean
#print axioms TeterPayneAllan.tendsto_one_sub_tpa_div
#print axioms TeterPayneAllan.preconditioned_kinetic_bound
```

```
'TeterPayneAllan.tendsto_one_sub_tpa_div' depends on axioms: [propext, Classical.choice, Quot.sound]
'TeterPayneAllan.preconditioned_kinetic_bound' depends on axioms: [propext, Classical.choice, Quot.sound]
```

## How the proof follows the derivation

The lemmas `tpaPoly_ge`, `denom_pos` and `one_sub_tpa` supply the bound p ≥ 27, the positive denominator and the closed form of 1 − K. In `tpa_strictAntiOn`, `div_lt_div_iff₀` does the cross-multiplication; `h4`, `h3`, `h2` and `h1` are the signs of the four terms in the difference, and `nlinarith` adds them with their coefficients.

For the limit at infinity, `tendsto_mul_tpa` proves continuity of the rational function of u at zero and composes it with x⁻¹ → 0. The step `congr'` requires agreement with xK(x) only for large x, so x > 0 may be assumed. The limit at zero, `tendsto_one_sub_tpa_div`, also combines continuity with `congr'`, but without a change of variable. `tpa_main` collects its four parts, using the closed form and the lower bound on the denominator for the quartic estimate.

In `mul_tpa_lt_one`, the two squares handed to `nlinarith` are those in the decomposition above. Finally, `preconditioned_kinetic_bound` compares the sums term by term: `hn` computes the modulus of each output coefficient, and `hb` bounds its multiplier by τ.
